# A broadening kernel with unit integral and zero second moment takes negative values

## When a moment counts as zero

In Lean, the integral of a non-integrable function is assigned the value zero. A Lorentzian, which is positive and has a divergent second moment, would therefore pass as a kernel with "vanishing" second moment. For this reason, finiteness of the moment is a separate hypothesis here, written `Integrable`. Unit integral needs no such companion, because an integral equal to one already implies integrability.

A kernel is then any function $k:\mathbb R\to\mathbb R$ with $\int k\,dx=1$; continuity is not required. A density $g$ broadened with width $\sigma$ is

$$(B_\sigma g)(E)=\int k(x)\,g(E-\sigma x)\,dx ,$$

where $x$ is the reduced energy. For $\sigma>0$ this is the usual convolution with $k(\cdot/\sigma)/\sigma$. Write $\mu_n=\int x^n k(x)\,dx$.

## Positivity against a vanishing moment

The main theorem, `negative_region_of_even_moment_zero`, says that if $\int k=1$ and $\mu_{2m}$ is finite and zero, then the set where $k<0$ has positive measure. The second moment is the case $m=1$; for $m=0$ the hypotheses contradict each other.

Suppose instead that $k\ge 0$ almost everywhere. For any centre $c$, the integrand $(x-c)^{2m}k(x)$ is nonnegative, so its integral is at least zero. If the integral were zero, the integrand would vanish almost everywhere. The power is nonzero for $x\ne c$, so $k$ itself would vanish almost everywhere and $\int k$ would be $0$, not $1$. Every finite even moment is thus strictly positive. Taking $c=0$ gives the theorem.

## The error on a parabola

Let $g(e)=a+be+ce^2$, where $c$ is now the coefficient of the quadratic term and no longer the centre of a moment. Expanding gives

$$g(E-\sigma x)=g(E)-\sigma(b+2cE)\,x+c\sigma^2x^2 .$$

If $\mu_2$ is finite, so is $\mu_1$, because $|x|\le 1+x^2$. Integrating against $k$ gives

$$(B_\sigma g)(E)=g(E)-\sigma(b+2cE)\,\mu_1+c\sigma^2\mu_2 .$$

For a nonnegative kernel with $\mu_1=0$, $\sigma\neq0$ and $c>0$, the last term is strictly positive, so the broadened parabola lies above the original at every energy. In the smearing of a density of states, a kernel with finite second moment that leaves every parabola unchanged at nonzero width must therefore be negative somewhere. The parabola here extends over all energies; for a real density of states it is a local model.

## The first-order Methfessel-Paxton kernel

This kernel is

$$k_1(x)=\frac{(3/2-x^2)\,e^{-x^2}}{\sqrt\pi}.$$

The exponential factor is positive, so $k_1(x)<0$ exactly when $x^2>3/2$. For the depth of the negative part, set $u=x^2-5/2$. Then $3/2-x^2=-(u+1)$ and $e^{-5/2}=e^{-x^2}e^{u}$, so

$$k_1(x)+\frac{e^{-5/2}}{\sqrt\pi}=\frac{e^{-x^2}}{\sqrt\pi}\bigl(e^u-(u+1)\bigr)\ge 0 ,$$

with equality only at $u=0$. The minimum is $-e^{-5/2}/\sqrt\pi$, attained exactly at $x^2=5/2$.

Gaussian integrals give $\int k_1=\tfrac32-\tfrac12=1$ and $\mu_2=\tfrac34-\tfrac34=0$, which makes $k_1$ an instance of the main theorem; the file leaves these integrals aside and treats only the sign and minimum of $k_1$.

## The Lean file

```lean
import Mathlib

open MeasureTheory

namespace BroadeningKernelPositivity

noncomputable section

/-- The density `g` broadened with kernel `k` and width `σ`, evaluated at energy `E`:
the integral of `k x * g (E - σ x)` over the reduced energy `x`. -/
def broaden (k : ℝ → ℝ) (σ : ℝ) (g : ℝ → ℝ) (E : ℝ) : ℝ :=
  ∫ x, k x * g (E - σ * x)

/-- The first-order Methfessel-Paxton kernel `(3/2 - x²) exp(-x²) / √π`. -/
def mpKernel (x : ℝ) : ℝ :=
  (3 / 2 - x ^ 2) * Real.exp (-x ^ 2) / Real.sqrt Real.pi

/-- For a kernel of integral one that is nonnegative almost everywhere, every finite even
moment, taken about any centre `c`, is strictly positive. -/
theorem even_moment_pos {k : ℝ → ℝ} (hk : ∀ᵐ x : ℝ, 0 ≤ k x) (h1 : (∫ x, k x) = 1)
    (c : ℝ) (m : ℕ) (hm : Integrable (fun x : ℝ => (x - c) ^ (2 * m) * k x)) :
    0 < ∫ x, (x - c) ^ (2 * m) * k x := by
  have hnn : 0 ≤ᵐ[volume] (fun x : ℝ => (x - c) ^ (2 * m) * k x) := by
    filter_upwards [hk] with x hx
    have hp : 0 ≤ (x - c) ^ (2 * m) := by
      rw [pow_mul]
      positivity
    exact mul_nonneg hp hx
  refine lt_of_le_of_ne (integral_nonneg_of_ae hnn) fun h0 => ?_
  -- a vanishing moment forces the integrand, and hence the kernel, to vanish
  have hz := (integral_eq_zero_iff_of_nonneg_ae hnn hm).mp h0.symm
  have hne : ∀ᵐ x : ℝ, x ≠ c := by
    rw [ae_iff]
    simp
  have hk0 : k =ᵐ[volume] (fun _ => (0 : ℝ)) := by
    filter_upwards [hz, hne] with x hx hxc
    have hx' : (x - c) ^ (2 * m) * k x = 0 := hx
    exact (mul_eq_zero.mp hx').resolve_left (pow_ne_zero _ (sub_ne_zero.mpr hxc))
  rw [integral_congr_ae hk0] at h1
  simp at h1

/-- A broadening kernel of integral one with a finite and vanishing even moment is negative
on a set of reduced energies of positive measure. -/
theorem negative_region_of_even_moment_zero {k : ℝ → ℝ} (h1 : (∫ x, k x) = 1) (m : ℕ)
    (hm : Integrable (fun x : ℝ => x ^ (2 * m) * k x))
    (h0 : (∫ x, x ^ (2 * m) * k x) = 0) :
    0 < volume {x : ℝ | k x < 0} := by
  refine pos_iff_ne_zero.mpr fun hv => ?_
  have hk : ∀ᵐ x : ℝ, 0 ≤ k x := by
    rw [ae_iff]
    simpa only [not_le] using hv
  have hpos := even_moment_pos hk h1 0 m (by simpa only [sub_zero] using hm)
  simp only [sub_zero] at hpos
  linarith

/-- An integrable kernel with a finite second moment has a finite first moment. -/
theorem first_moment_integrable {k : ℝ → ℝ} (hk : Integrable k)
    (h2 : Integrable (fun x : ℝ => x ^ 2 * k x)) :
    Integrable (fun x : ℝ => x * k x) := by
  refine Integrable.mono' (hk.norm.add h2.norm)
    (continuous_id.aestronglyMeasurable.mul hk.1) (ae_of_all _ fun x => ?_)
  change ‖x * k x‖ ≤ ‖k x‖ + ‖x ^ 2 * k x‖
  rw [norm_mul, norm_mul, norm_pow]
  -- |x| ≤ 1 + |x|²
  have hx : ‖x‖ ≤ 1 + ‖x‖ ^ 2 := by nlinarith [sq_nonneg (‖x‖ - 1), sq_nonneg ‖x‖]
  nlinarith [mul_le_mul_of_nonneg_right hx (norm_nonneg (k x))]

/-- Broadening a parabolic density with a kernel of integral one and finite second moment
changes it by a slope term with the first moment and a curvature term with the second. -/
theorem broaden_parabola {k : ℝ → ℝ} (h1 : (∫ x, k x) = 1)
    (h2 : Integrable (fun x : ℝ => x ^ 2 * k x)) (σ a b c E : ℝ) :
    broaden k σ (fun e => a + b * e + c * e ^ 2) E =
      (a + b * E + c * E ^ 2) - σ * (b + 2 * c * E) * (∫ x, x * k x)
        + c * σ ^ 2 * (∫ x, x ^ 2 * k x) := by
  have hk : Integrable k := by
    by_contra h
    rw [integral_undef h] at h1
    norm_num at h1
  have hA : Integrable (fun x : ℝ => (a + b * E + c * E ^ 2) * k x) := hk.const_mul _
  have hB : Integrable (fun x : ℝ => σ * (b + 2 * c * E) * (x * k x)) :=
    (first_moment_integrable hk h2).const_mul _
  have hC : Integrable (fun x : ℝ => c * σ ^ 2 * (x ^ 2 * k x)) := h2.const_mul _
  have hAB : Integrable (fun x : ℝ =>
      (a + b * E + c * E ^ 2) * k x - σ * (b + 2 * c * E) * (x * k x)) := hA.sub hB
  -- sort the integrand by powers of the reduced energy
  have hsplit : (fun x : ℝ => k x * (a + b * (E - σ * x) + c * (E - σ * x) ^ 2)) =
      fun x : ℝ => (a + b * E + c * E ^ 2) * k x - σ * (b + 2 * c * E) * (x * k x)
        + c * σ ^ 2 * (x ^ 2 * k x) := by
    funext x
    ring
  unfold broaden
  rw [hsplit, integral_add hAB hC, integral_sub hA hB, integral_const_mul,
    integral_const_mul, integral_const_mul, h1, mul_one]

/-- A kernel of integral one, nonnegative almost everywhere, with zero first and finite second
moment, broadens an upward parabola to a strictly larger value at every energy if `σ ≠ 0`. -/
theorem parabola_lt_broaden {k : ℝ → ℝ} (hk : ∀ᵐ x : ℝ, 0 ≤ k x) (h1 : (∫ x, k x) = 1)
    (hmean : (∫ x, x * k x) = 0) (h2 : Integrable (fun x : ℝ => x ^ 2 * k x))
    {σ c : ℝ} (hσ : σ ≠ 0) (hc : 0 < c) (a b E : ℝ) :
    a + b * E + c * E ^ 2 < broaden k σ (fun e => a + b * e + c * e ^ 2) E := by
  have hpos := even_moment_pos hk h1 0 1 (by simpa only [sub_zero, mul_one] using h2)
  simp only [sub_zero, mul_one] at hpos
  rw [broaden_parabola h1 h2, hmean]
  have hcσ : 0 < c * σ ^ 2 := by positivity
  linarith [mul_pos hcσ hpos]

/-- The first-order Methfessel-Paxton kernel is negative exactly where `x² > 3/2`. -/
theorem mpKernel_neg_iff (x : ℝ) : mpKernel x < 0 ↔ 3 / 2 < x ^ 2 := by
  have hp : 0 < Real.exp (-x ^ 2) / Real.sqrt Real.pi :=
    div_pos (Real.exp_pos _) (Real.sqrt_pos.mpr Real.pi_pos)
  rw [mpKernel, mul_div_assoc]
  constructor
  · intro h
    by_contra hc
    have hx : 0 ≤ 3 / 2 - x ^ 2 := by linarith [not_lt.mp hc]
    linarith [mul_nonneg hx hp.le]
  · intro h
    exact mul_neg_of_neg_of_pos (by linarith) hp

/-- The first-order Methfessel-Paxton kernel is bounded below by `-exp(-5/2) / √π`, and it
takes this value exactly where `x² = 5/2`. -/
theorem mpKernel_minimum (x : ℝ) :
    -(Real.exp (-(5 / 2)) / Real.sqrt Real.pi) ≤ mpKernel x ∧
      (mpKernel x = -(Real.exp (-(5 / 2)) / Real.sqrt Real.pi) ↔ x ^ 2 = 5 / 2) := by
  have hp : 0 < Real.exp (-x ^ 2) / Real.sqrt Real.pi :=
    div_pos (Real.exp_pos _) (Real.sqrt_pos.mpr Real.pi_pos)
  -- the height above the minimum is a multiple of exp u - (u + 1), with u = x² - 5/2
  have key : mpKernel x + Real.exp (-(5 / 2)) / Real.sqrt Real.pi =
      Real.exp (-x ^ 2) / Real.sqrt Real.pi *
        (Real.exp (x ^ 2 - 5 / 2) - (x ^ 2 - 5 / 2 + 1)) := by
    have he : Real.exp (-(5 / 2)) = Real.exp (-x ^ 2) * Real.exp (x ^ 2 - 5 / 2) := by
      rw [← Real.exp_add]
      congr 1
      ring
    rw [mpKernel, he]
    ring
  refine ⟨?_, ?_, ?_⟩
  · have hu := sub_nonneg.mpr (Real.add_one_le_exp (x ^ 2 - 5 / 2))
    linarith [mul_nonneg hp.le hu]
  · intro h
    by_contra hne
    have hu := sub_pos.mpr (Real.add_one_lt_exp (sub_ne_zero.mpr hne))
    linarith [mul_pos hp hu]
  · intro h
    have hu : x ^ 2 - 5 / 2 = 0 := by linarith
    rw [hu, Real.exp_zero] at key
    linarith

end

end BroadeningKernelPositivity
```

```lean
#print axioms BroadeningKernelPositivity.negative_region_of_even_moment_zero
#print axioms BroadeningKernelPositivity.parabola_lt_broaden
#print axioms BroadeningKernelPositivity.mpKernel_neg_iff
#print axioms BroadeningKernelPositivity.mpKernel_minimum
```

```
'BroadeningKernelPositivity.negative_region_of_even_moment_zero' depends on axioms: [propext, Classical.choice, Quot.sound]
'BroadeningKernelPositivity.parabola_lt_broaden' depends on axioms: [propext, Classical.choice, Quot.sound]
'BroadeningKernelPositivity.mpKernel_neg_iff' depends on axioms: [propext, Classical.choice, Quot.sound]
'BroadeningKernelPositivity.mpKernel_minimum' depends on axioms: [propext, Classical.choice, Quot.sound]
```

## Reading the proof

`even_moment_pos` carries the main argument. The hypothesis `∀ᵐ x : ℝ, 0 ≤ k x` is nonnegativity almost everywhere. The step from zero integral to zero integrand is `integral_eq_zero_iff_of_nonneg_ae`, which uses the integrability hypothesis `hm`. The single point $x=c$ is removed as a null set by `hne`.

`negative_region_of_even_moment_zero` argues by contradiction: if `volume {x : ℝ | k x < 0}` is zero, the kernel is nonnegative almost everywhere, and the previous lemma contradicts `h0`.

`first_moment_integrable` bounds $|x\,k(x)|$ by $|k(x)|+|x^2k(x)|$. `broaden_parabola` first recovers integrability of $k$ from `h1`. It then sorts the integrand by powers of $x$ in `hsplit` and integrates term by term. `parabola_lt_broaden` inserts $\mu_1=0$ and the positivity of $\mu_2$.

For the explicit kernel, `mpKernel_neg_iff` separates off the positive factor `hp`. In `mpKernel_minimum`, the identity `key` is the displayed formula in $u$. The bound follows from `Real.add_one_le_exp`, and uniqueness of $x^2=5/2$ from the strict version, `Real.add_one_lt_exp`.
